# In the reduced BCS model, decoupled amplitude and phase modes below every pair-breaking energy can lie only at ω² = 4Δ² and ω = 0 respectively

In the reduced BCS model only pairs of zero total momentum interact, here with one coupling g. `collective_frequencies` takes finitely many levels ξₖ with a common real gap Δ and quasiparticle energies Eₖ = √(ξₖ² + Δ²). For a frequency w, in units with ħ = 1, it assumes the gap equation g ∑ 1/(2Eₖ) = 1 and w² < 4Eₖ² for every level. It treats the amplitude and phase channels separately, leaving out any coupling between them, and says that g ∑ 2ξₖ²/(Eₖ(4Eₖ² − w²)) = 1 holds exactly when w² = 4Δ², and g ∑ 2Eₖ/(4Eₖ² − w²) = 1 exactly when w = 0. The proof writes each response sum as the gap-equation sum plus a multiple of one positive sum K, the factor being w² − 4Δ² for the amplitude and w² for the phase. If the channel's condition holds, subtracting the gap equation leaves that factor times gK equal to zero, and gK is not zero.

An attempt in Lean 4 with a fault in it:

```lean
import Mathlib

open Complex (I)

namespace SuperconductorCollectiveModes

noncomputable section

variable {ι : Type*} [Fintype ι]

/-- Quasiparticle energy `E = √(ξ² + Δ²)` of a level `ξ` in a superconductor with gap `Δ`. -/
def qpE (Δ ξ : ℝ) : ℝ := √(ξ ^ 2 + Δ ^ 2)

/-- The gap equation `g ∑ 1/(2E_k) = 1`. -/
def GapEquation (g Δ : ℝ) (ξ : ι → ℝ) : Prop := g * ∑ k, 1 / (2 * qpE Δ (ξ k)) = 1

/-- Pair response at frequency `w` in the amplitude channel. -/
def amplitudeSum (Δ w : ℝ) (ξ : ι → ℝ) : ℝ :=
  ∑ k, 2 * ξ k ^ 2 / (qpE Δ (ξ k) * (4 * qpE Δ (ξ k) ^ 2 - w ^ 2))

/-- Pair response at frequency `w` in the phase channel. -/
def phaseSum (Δ w : ℝ) (ξ : ι → ℝ) : ℝ :=
  ∑ k, 2 * qpE Δ (ξ k) / (4 * qpE Δ (ξ k) ^ 2 - w ^ 2)

/-- The square of the quasiparticle energy is `ξ² + Δ²`. -/
theorem qpE_sq (Δ ξ : ℝ) : qpE Δ ξ ^ 2 = ξ ^ 2 + Δ ^ 2 :=
  Real.sq_sqrt (by positivity)

/-- A level with a frequency below its pair-breaking energy has positive quasiparticle energy. -/
theorem qpE_pos {Δ w ξ : ℝ} (h : w ^ 2 < 4 * qpE Δ ξ ^ 2) : 0 < qpE Δ ξ := by
  have h0 : 0 ≤ qpE Δ ξ := Real.sqrt_nonneg _
  rcases h0.eq_or_lt with h1 | h1
  · rw [← h1] at h
    nlinarith [sq_nonneg w]
  · exact h1

/-- If the gap equation holds and `w` lies below every pair-breaking energy, the amplitude condition
holds exactly when `w² = 4Δ²` and the phase condition exactly when `w = 0`. -/
theorem collective_frequencies {g Δ w : ℝ} {ξ : ι → ℝ} (hgap : GapEquation g Δ ξ)
    (hw : ∀ k, w ^ 2 < 4 * qpE Δ (ξ k) ^ 2) :
    (g * amplitudeSum Δ w ξ = 1 ↔ w ^ 2 = 4 * Δ ^ 2) ∧
      (g * phaseSum Δ w ξ = 1 ↔ w = 0) := by
  unfold GapEquation at hgap
  have hg : g ≠ 0 := by
    rintro rfl
    simp at hgap
  have hne : Nonempty ι := by
    rcases isEmpty_or_nonempty ι with h | h
    · simp at hgap
    · exact h
  -- the common positive kernel of both channels
  obtain ⟨K, hK⟩ : ∃ K, K = ∑ k, 1 / (2 * qpE Δ (ξ k) * (4 * qpE Δ (ξ k) ^ 2 - w ^ 2)) :=
    ⟨_, rfl⟩
  have hKpos : 0 < K := by
    rw [hK]
    refine Finset.sum_pos (fun k _ => ?_) Finset.univ_nonempty
    have h1 := qpE_pos (hw k)
    have h2 := sub_pos.2 (hw k)
    positivity
  have hgK : g * K ≠ 0 := mul_ne_zero hg hKpos.ne'
  -- subtract the gap equation from each condition
  have hA : amplitudeSum Δ w ξ = ∑ k, 1 / (2 * qpE Δ (ξ k)) + (w ^ 2 - 4 * Δ ^ 2) * K := by
    rw [hK, Finset.mul_sum, ← Finset.sum_add_distrib]
    refine Finset.sum_congr rfl fun k _ => ?_
    have h1 := (qpE_pos (hw k)).ne'
    have h2 := (sub_pos.2 (hw k)).ne'
    have h3 : ξ k ^ 2 = qpE Δ (ξ k) ^ 2 - Δ ^ 2 := by rw [qpE_sq]; ring
    rw [h3]
    field_simp <;> ring
  have hP : phaseSum Δ w ξ = ∑ k, 1 / (2 * qpE Δ (ξ k)) + w ^ 2 * K := by
    rw [hK, Finset.mul_sum, ← Finset.sum_add_distrib]
    refine Finset.sum_congr rfl fun k _ => ?_
    have h1 := (qpE_pos (hw k)).ne'
    have h2 := (sub_pos.2 (hw k)).ne'
    field_simp <;> ring
  rw [hA, hP]
  refine ⟨⟨fun h => ?_, fun h => ?_⟩, ⟨fun h => ?_, fun h => ?_⟩⟩
  · have h0 : (w ^ 2 - 4 * Δ ^ 2) * (g * K) = 0 := by linear_combination h - hgap
    exact sub_eq_zero.1 ((mul_eq_zero.1 h0).resolve_right hgK)
  · linear_combination hgap + g * K * h
  · have h0 : w ^ 2 * (g * K) = 0 := by linear_combination h - hgap
    exact pow_eq_zero_iff (two_ne_zero) |>.1 ((mul_eq_zero.1 h0).resolve_right hgK)
  · rw [h]
    linear_combination hgap

end

end SuperconductorCollectiveModes
```

The error:

```
Try this:
  [apply] ring_nf
  
  The `ring` tactic failed to close the goal. Use `ring_nf` to obtain a normal form.
    
  Note that `ring` works primarily in *commutative* rings. If you have a noncommutative ring, abelian group or module, consider using `noncomm_ring`, `abel` or `module` instead.
Main.lean:62:89: error: unsolved goals
ι : Type u_1
inst✝ : Fintype ι
g Δ w : ℝ
ξ : ι → ℝ
hgap : g * ∑ k, 1 / (2 * qpE Δ (ξ k)) = 1
hw : ∀ (k : ι), w ^ 2 < 4 * qpE Δ (ξ k) ^ 2
hg : g ≠ 0
hne : Nonempty ι
K : ℝ
hK : K = ∑ k, 1 / (2 * qpE Δ (ξ k) * (4 * qpE Δ (ξ k) ^ 2 - w ^ 2))
hKpos : 0 < K
hgK : g * K ≠ 0
k : ι
x✝ : k ∈ Finset.univ
h1 : qpE Δ (ξ k) ≠ 0
h2 : 4 * qpE Δ (ξ k) ^ 2 - w ^ 2 ≠ 0
h3 : ξ k ^ 2 = qpE Δ (ξ k) ^ 2 - Δ ^ 2
⊢ qpE Δ (ξ k) ^ 2 * (qpE Δ (ξ k) ^ 2 * 4 - w ^ 2)⁻¹ * 4 - Δ ^ 2 * (qpE Δ (ξ k) ^ 2 * 4 - w ^ 2)⁻¹ * 4 =
    1 - Δ ^ 2 * (qpE Δ (ξ k) ^ 2 * 4 - w ^ 2)⁻¹ * 4 + w ^ 2 * (qpE Δ (ξ k) ^ 2 * 4 - w ^ 2)⁻¹
Try this:
  [apply] ring_nf
  
  The `ring` tactic failed to close the goal. Use `ring_nf` to obtain a normal form.
    
  Note that `ring` works primarily in *commutative* rings. If you have a noncommutative ring, abelian group or module, consider using `noncomm_ring`, `abel` or `module` instead.
Main.lean:70:71: error: unsolved goals
ι : Type u_1
inst✝ : Fintype ι
g Δ w : ℝ
ξ : ι → ℝ
hgap : g * ∑ k, 1 / (2 * qpE Δ (ξ k)) = 1
hw : ∀ (k : ι), w ^ 2 < 4 * qpE Δ (ξ k) ^ 2
hg : g ≠ 0
hne : Nonempty ι
K : ℝ
hK : K = ∑ k, 1 / (2 * qpE Δ (ξ k) * (4 * qpE Δ (ξ k) ^ 2 - w ^ 2))
hKpos : 0 < K
hgK : g * K ≠ 0
hA : amplitudeSum Δ w ξ = ∑ k, 1 / (2 * qpE Δ (ξ k)) + (w ^ 2 - 4 * Δ ^ 2) * K
k : ι
x✝ : k ∈ Finset.univ
h1 : qpE Δ (ξ k) ≠ 0
h2 : 4 * qpE Δ (ξ k) ^ 2 - w ^ 2 ≠ 0
⊢ qpE Δ (ξ k) ^ 2 * (qpE Δ (ξ k) ^ 2 * 4 - w ^ 2)⁻¹ * 4 = 1 + w ^ 2 * (qpE Δ (ξ k) ^ 2 * 4 - w ^ 2)⁻¹
```

What went wrong. Both errors come from the level-by-level identities behind `hA` and `hP`. In each, `ring` fails to close what `field_simp` leaves, and the goal shown still contains the inverse of 4E² − w². So `field_simp` has not cleared that denominator, although `h2` says it is non-zero; the messages don't show why. The remaining equations are true, but proving them means cancelling 4E² − w² against its inverse, and `ring` does not use `h2` to do that.

The repair names the denominator `D`, and `rw [← hD] at h2 ⊢` puts that name into both the goal and `h2`, which becomes `D ≠ 0`. `h4` then replaces the w² left in the numerator by 4E² − D, so that the link between w and `D` isn't lost. `field_simp` can now clear a single variable known to be non-zero, and `ring` proves the polynomial identity that is left. Putting `field_simp` and `ring` on separate lines instead of joining them with `<;>` is mere tidying.

This version goes through:

```diff
@@ -66,6 +66,10 @@
     have h2 := (sub_pos.2 (hw k)).ne'
     have h3 : ξ k ^ 2 = qpE Δ (ξ k) ^ 2 - Δ ^ 2 := by rw [qpE_sq]; ring
-    rw [h3]
-    field_simp <;> ring
+    obtain ⟨D, hD⟩ : ∃ D, D = 4 * qpE Δ (ξ k) ^ 2 - w ^ 2 := ⟨_, rfl⟩
+    have h4 : w ^ 2 = 4 * qpE Δ (ξ k) ^ 2 - D := by linarith
+    rw [← hD] at h2 ⊢
+    rw [h3, h4]
+    field_simp
+    ring
   have hP : phaseSum Δ w ξ = ∑ k, 1 / (2 * qpE Δ (ξ k)) + w ^ 2 * K := by
     rw [hK, Finset.mul_sum, ← Finset.sum_add_distrib]
@@ -73,5 +77,10 @@
     have h1 := (qpE_pos (hw k)).ne'
     have h2 := (sub_pos.2 (hw k)).ne'
-    field_simp <;> ring
+    obtain ⟨D, hD⟩ : ∃ D, D = 4 * qpE Δ (ξ k) ^ 2 - w ^ 2 := ⟨_, rfl⟩
+    have h4 : w ^ 2 = 4 * qpE Δ (ξ k) ^ 2 - D := by linarith
+    rw [← hD] at h2 ⊢
+    rw [h4]
+    field_simp
+    ring
   rw [hA, hP]
   refine ⟨⟨fun h => ?_, fun h => ?_⟩, ⟨fun h => ?_, fun h => ?_⟩⟩
```
